# Uniform pair removal from N pairs in M levels: an upper bound, attained only by equal amplitudes

**Q:** To ask how strongly \(N\) electron pairs in \(M\) levels can respond to coherent pair removal, you represent a state by a complex function on sets of occupied levels. There are no fermion operators and no signs. Why is that still physics?

**A:** Because I consider only states without broken pairs, in which each level holds either one pair or nothing. Let \(b_p=c_{p\downarrow}c_{p\uparrow}\) remove the pair in level \(p\). For a set \(S\) of occupied levels put \(|S\rangle=\prod_{p\in S}b_p^\dagger|0\rangle\). The \(b_p^\dagger\) commute, so the product needs no ordering and produces no signs. A state without broken pairs is \(\sum_S f(S)|S\rangle\), and \(P=\sum_p b_p\) acts on its amplitudes as

\[
(Pf)(T)=\sum_{p\notin T} f(T\cup\{p\}).
\]

The Lean file starts from this formula; the passage to it from the fermion operators is the step I have just made outside Lean. Note that \(N\) counts pairs, so there are \(2N\) electrons, and that \(P\) is not a projector.

**Q:** And the claim?

**A:** With \(\|f\|^2=\sum_S|f(S)|^2\), and \(f\) vanishing unless \(|S|=N\),

\[
\|Pf\|^2\le N(M-N+1)\,\|f\|^2 ,
\]

with equality exactly when \(f\) is constant on the \(N\)-subsets.

**Q:** Yang bounded the largest eigenvalue of the two-particle density matrix. Is this that theorem?

**A:** It is narrower. For normalised \(f\) and \(M\ge1\), the occupation of the equal-weight pair mode \(M^{-1/2}\sum_p b_p\) is \(\|Pf\|^2/M\), so it is at most \(N(M-N+1)/M\). Yang's bound concerns every two-particle function and every fermion state, including those with broken pairs.

**Q:** Cauchy-Schwarz would give an inequality. How do you get the equality case?

**A:** By keeping the remainder. For \(n\) complex numbers \(a_p\), expand \(|a_p-a_q|^2=|a_p|^2+|a_q|^2-2\,\mathrm{Re}(\overline{a_p}a_q)\) and sum over both indices:

\[
n\sum_p|a_p|^2=\Big|\sum_p a_p\Big|^2+\tfrac12\sum_{p,q}|a_p-a_q|^2 .
\]

Lean proves the real version first, applies it to real and imaginary parts, and adds the two with `linear_combination`.

```lean
import Mathlib

open Finset

namespace YangPairBound

noncomputable section

/-- Lagrange's identity for complex amplitudes: the defect in the Cauchy-Schwarz inequality for a
finite sum is half the sum of the squared differences over all ordered pairs of indices. -/
theorem lagrange_identity {κ : Type*} (s : Finset κ) (a : κ → ℂ) :
    (s.card : ℝ) * ∑ p ∈ s, ‖a p‖ ^ 2 =
      ‖∑ p ∈ s, a p‖ ^ 2 + 1 / 2 * ∑ p ∈ s, ∑ q ∈ s, ‖a p - a q‖ ^ 2 := by
  -- the identity for real numbers, used for real and imaginary parts
  have real : ∀ x : κ → ℝ, ∑ p ∈ s, ∑ q ∈ s, (x p - x q) ^ 2 =
      2 * ((s.card : ℝ) * ∑ p ∈ s, x p ^ 2 - (∑ p ∈ s, x p) ^ 2) := by
    intro x
    have h : ∀ p q, (x p - x q) ^ 2 = x p ^ 2 + x q ^ 2 - 2 * (x p * x q) := by
      intro p q
      ring
    simp only [h, sum_sub_distrib, sum_add_distrib, sum_const, nsmul_eq_mul,
      ← mul_sum, ← sum_mul]
    ring
  have hn : ∀ z : ℂ, ‖z‖ ^ 2 = z.re ^ 2 + z.im ^ 2 := by
    intro z
    rw [Complex.sq_norm, Complex.normSq_apply]
    ring
  have h1 := real (fun p => (a p).re)
  have h2 := real (fun p => (a p).im)
  simp only [hn, Complex.sub_re, Complex.sub_im, Complex.re_sum, Complex.im_sum,
    sum_add_distrib]
  linear_combination (-1 / 2 : ℝ) * h1 + (-1 / 2 : ℝ) * h2
```

**Q:** If the remainder vanishes, you learn only that amplitudes agree when two configurations differ by one pair. Why would all of them agree?

**A:** Because single moves connect everything. Take \(S\ne S'\) with equally many pairs. Some level \(a\) lies in \(S\) but not in \(S'\), and some level \(b\) in \(S'\) but not in \(S\). Moving the pair from \(a\) to \(b\) keeps the amplitude and lowers \(|S\setminus S'|\) by one. After finitely many moves \(S\) has become \(S'\).

The Lean proof is an induction on `n`, the size of `S \ S'`. If no `b` existed, `S'` would be a subset of `S` with the same number of elements, hence equal to it, which contradicts a nonempty difference. The fact `hset` records that the move shortens the difference by exactly `a`.

```lean
/-- If moving a single pair to another empty level never changes the amplitude, then any two
configurations with equally many pairs have the same amplitude. -/
theorem eq_of_single_moves {κ : Type*} [DecidableEq κ] {f : Finset κ → ℂ}
    (h : ∀ T p q, p ∉ T → q ∉ T → f (insert p T) = f (insert q T)) (n : ℕ) :
    ∀ S S' : Finset κ, S.card = S'.card → (S \ S').card = n → f S = f S' := by
  induction n with
  | zero =>
    intro S S' hc hn
    have hs : S ⊆ S' := sdiff_eq_empty_iff_subset.1 (card_eq_zero.1 hn)
    rw [eq_of_subset_of_card_le hs hc.ge]
  | succ n ih =>
    intro S S' hc hn
    obtain ⟨a, ha⟩ : (S \ S').Nonempty := card_pos.1 (by omega)
    have haS : a ∈ S := (mem_sdiff.1 ha).1
    obtain ⟨b, hb, hbS⟩ : ∃ b, b ∈ S' ∧ b ∉ S := by
      by_contra hno
      have hs : S' ⊆ S := fun x hx => by_contra fun hx' => hno ⟨x, hx, hx'⟩
      rw [eq_of_subset_of_card_le hs hc.le] at hn
      simp at hn
    have hbT : b ∉ S.erase a := fun hx => hbS (mem_of_mem_erase hx)
    -- move the pair from a to b, which brings S one step closer to S'
    have hmove : f S = f (insert b (S.erase a)) := by
      have h1 := h (S.erase a) a b (notMem_erase a S) hbT
      rwa [insert_erase haS] at h1
    have hset : insert b (S.erase a) \ S' = (S \ S').erase a := by
      ext x
      simp only [mem_sdiff, mem_insert, mem_erase]
      constructor
      · rintro ⟨rfl | ⟨h1, h2⟩, h3⟩
        · exact absurd hb h3
        · exact ⟨h1, h2, h3⟩
      · rintro ⟨h1, h2, h3⟩
        exact ⟨Or.inr ⟨h1, h2⟩, h3⟩
    rw [hmove]
    apply ih
    · rw [card_insert_of_notMem hbT, card_erase_add_one haS, hc]
    · rw [hset, card_erase_of_mem ha, hn]
      omega
```

**Q:** Show me the physical objects, then.

**A:** The type `ι` is the set of levels, and `Fintype.card ι` is \(M\). A configuration is a `Finset ι`; `Tᶜ` is the set of empty levels, and `insert p T` is \(T\cup\{p\}\). The operator \(P\) is called `pairLower`.

```lean
variable {ι : Type*} [Fintype ι] [DecidableEq ι]

/-- The pair-removal operator: the amplitude of `P f` on `T` is the sum of the amplitudes of `f`
on all configurations obtained from `T` by filling one empty level. -/
def pairLower (f : Finset ι → ℂ) (T : Finset ι) : ℂ := ∑ p ∈ Tᶜ, f (insert p T)
```

The squared norm runs over all configurations, whatever their number of pairs. It is the squared norm of a state, distinct from Mathlib's `Complex.normSq` for single numbers.

```lean
/-- The squared norm of a state, summed over all configurations. -/
def normSq (f : Finset ι → ℂ) : ℝ := ∑ S, ‖f S‖ ^ 2
```

Fixed pair number is a condition on the support of `f`. Normalisation is never required, which is why \(\|f\|^2\) stays in the bound.

```lean
/-- The state `f` contains exactly `N` pairs: its amplitude vanishes on all other
configurations. -/
def HasPairs (N : ℕ) (f : Finset ι → ℂ) : Prop := ∀ S, S.card ≠ N → f S = 0
```

The equal-amplitude state is also left unnormalised. For \(N\le M\), the physical amplitudes are \(\binom{M}{N}^{-1/2}\).

```lean
/-- The unnormalised state with amplitude one on every configuration of `N` pairs and zero on all
other configurations. -/
def uniformState (N : ℕ) (S : Finset ι) : ℂ := if S.card = N then 1 else 0
```

**Q:** Where does the factor \(N\) come from?

**A:** From counting. A configuration \(S\) arises as \(T\cup\{p\}\) with \(p\notin T\) once for each \(p\in S\), so for any real function \(g\)

\[
\sum_T\sum_{p\notin T}g(T\cup\{p\})=\sum_S|S|\,g(S).
\]

In Lean, `sum_comm'` puts the sum over `p` outside. For fixed `p`, inserting and erasing `p` are inverse maps between configurations without `p` and configurations with it. A second exchange of sums then produces the factor `S.card`.

```lean
/-- Double counting: each configuration arises by adding one pair in as many ways as it
has pairs. -/
theorem sum_add_pair (g : Finset ι → ℝ) :
    ∑ T, ∑ p ∈ Tᶜ, g (insert p T) = ∑ S, (S.card : ℝ) * g S := by
  have key : ∀ p : ι, ∑ T ∈ univ.filter (fun T : Finset ι => p ∉ T), g (insert p T) =
      ∑ S ∈ univ.filter (fun S : Finset ι => p ∈ S), g S := by
    intro p
    refine sum_bij' (fun T _ => insert p T) (fun S _ => S.erase p) ?_ ?_ ?_ ?_ ?_
    · intro T _
      simp
    · intro S _
      simp
    · intro T hT
      exact erase_insert (mem_filter.1 hT).2
    · intro S hS
      exact insert_erase (mem_filter.1 hS).2
    · intro T _
      rfl
  calc ∑ T, ∑ p ∈ Tᶜ, g (insert p T)
      = ∑ p, ∑ T ∈ univ.filter (fun T : Finset ι => p ∉ T), g (insert p T) :=
        sum_comm' (by simp)
    _ = ∑ p, ∑ S ∈ univ.filter (fun S : Finset ι => p ∈ S), g S :=
        sum_congr rfl fun p _ => key p
    _ = ∑ S, ∑ _p ∈ S, g S := sum_comm' (by simp)
    _ = ∑ S, (S.card : ℝ) * g S := by simp only [sum_const, nsmul_eq_mul]
```

**Q:** And \(M-N+1\)?

**A:** That is the number of empty levels once a pair has gone. Fix \(T\) and use the first identity with \(a_p=f(T\cup\{p\})\). If \(|T|=N-1\), then \(n=M-N+1\). For any other \(T\) all these amplitudes vanish, so the same factor may be written there too. Summing over \(T\) and counting with \(g=|f|^2\), which gives \(N\|f\|^2\), yields

\[
N(M-N+1)\|f\|^2=\|Pf\|^2+\tfrac12\sum_T\sum_{p,q\notin T}|f(T\cup\{p\})-f(T\cup\{q\})|^2 .
\]

In the proof, `h1` is the statement at fixed `T`, with the two cases separated by `by_cases`; `h2` and `h3` do the counting, and `h4` sums over `T`.

```lean
/-- For a state of `N` pairs in `M` levels, `N (M - N + 1) ‖f‖²` exceeds `‖P f‖²` by half the
squared changes of amplitude, summed over ordered pairs of configurations that share all but one
pair. -/
theorem pair_defect {N : ℕ} {f : Finset ι → ℂ} (hf : HasPairs N f) :
    (N : ℝ) * ((Fintype.card ι : ℝ) - N + 1) * normSq f = normSq (pairLower f) +
      1 / 2 * ∑ T, ∑ p ∈ Tᶜ, ∑ q ∈ Tᶜ, ‖f (insert p T) - f (insert q T)‖ ^ 2 := by
  -- Lagrange's identity at fixed T, where M - N + 1 levels are empty
  have h1 : ∀ T : Finset ι, ‖pairLower f T‖ ^ 2 +
      1 / 2 * ∑ p ∈ Tᶜ, ∑ q ∈ Tᶜ, ‖f (insert p T) - f (insert q T)‖ ^ 2 =
      ((Fintype.card ι : ℝ) - N + 1) * ∑ p ∈ Tᶜ, ‖f (insert p T)‖ ^ 2 := by
    intro T
    refine (lagrange_identity Tᶜ (fun p => f (insert p T))).symm.trans ?_
    rw [mul_sum, mul_sum]
    refine sum_congr rfl fun p hp => ?_
    by_cases hc : (insert p T).card = N
    · rw [card_insert_of_notMem (mem_compl.1 hp)] at hc
      have hM : (T.card : ℝ) + (Tᶜ.card : ℝ) = Fintype.card ι := by
        exact_mod_cast card_add_card_compl T
      have hN : (T.card : ℝ) + 1 = N := by exact_mod_cast hc
      have hE : (Tᶜ.card : ℝ) = (Fintype.card ι : ℝ) - N + 1 := by linarith
      rw [hE]
    · simp [hf _ hc]
  have h2 := sum_add_pair (fun S => ‖f S‖ ^ 2)
  have h3 : ∑ S, (S.card : ℝ) * ‖f S‖ ^ 2 = N * normSq f := by
    rw [normSq, mul_sum]
    refine sum_congr rfl fun S _ => ?_
    by_cases hc : S.card = N
    · rw [hc]
    · simp [hf S hc]
  have h4 := sum_congr (rfl : (univ : Finset (Finset ι)) = univ) fun T _ => h1 T
  rw [sum_add_distrib, ← mul_sum, ← mul_sum, h2, h3] at h4
  unfold normSq at h4 ⊢
  linarith
```

The last term is a sum of squares, so dropping it gives the bound.

```lean
/-- Yang-type bound: for a state of `N` pairs in `M` levels,
`‖P f‖² ≤ N (M - N + 1) ‖f‖²`. -/
theorem yang_bound {N : ℕ} {f : Finset ι → ℂ} (hf : HasPairs N f) :
    normSq (pairLower f) ≤ (N : ℝ) * ((Fintype.card ι : ℝ) - N + 1) * normSq f := by
  rw [pair_defect hf]
  have h : 0 ≤ ∑ T : Finset ι, ∑ p ∈ Tᶜ, ∑ q ∈ Tᶜ,
      ‖f (insert p T) - f (insert q T)‖ ^ 2 := by positivity
  linarith
```

**Q:** Is there a hidden assumption \(N\le M\)?

**A:** No. The subtraction is done in the real numbers, and for \(N>M\) there are no \(N\)-subsets, so \(f=0\) and both sides vanish.

**Q:** Now the equality case in full.

**A:** If equality holds, the sum of squares is zero, so every difference is zero and the connection by single moves makes \(f\) constant. Conversely, let \(f\) equal \(c\) on all \(N\)-subsets. For \(|T|=N-1\) each difference is \(c-c\), and for other \(T\) it is \(0-0\), so the remainder vanishes. When \(N=0\) or \(N=M\) there is a single configuration, and every state attains the bound.

Lean descends through the triple sum by using `sum_eq_zero_iff_of_nonneg` three times, once per index, and then calls `eq_of_single_moves`. If there are no `N`-subsets, the constant 0 serves.

```lean
/-- A state of `N` pairs attains the Yang-type bound exactly when its amplitude is the same on
all configurations of `N` pairs. -/
theorem yang_bound_eq_iff {N : ℕ} {f : Finset ι → ℂ} (hf : HasPairs N f) :
    normSq (pairLower f) = (N : ℝ) * ((Fintype.card ι : ℝ) - N + 1) * normSq f ↔
      ∃ c : ℂ, ∀ S, S.card = N → f S = c := by
  have hd := pair_defect hf
  constructor
  · intro h
    have h0 : ∑ T : Finset ι, ∑ p ∈ Tᶜ, ∑ q ∈ Tᶜ,
        ‖f (insert p T) - f (insert q T)‖ ^ 2 = 0 := by linarith
    -- every single-pair move leaves the amplitude unchanged
    have hmove : ∀ T p q, p ∉ T → q ∉ T → f (insert p T) = f (insert q T) := by
      intro T p q hp hq
      have h1 : ∀ T ∈ (univ : Finset (Finset ι)), ∑ p ∈ Tᶜ, ∑ q ∈ Tᶜ,
          ‖f (insert p T) - f (insert q T)‖ ^ 2 = 0 := by
        refine (sum_eq_zero_iff_of_nonneg ?_).1 h0
        intro T _
        positivity
      have h2 : ∀ p ∈ Tᶜ, ∑ q ∈ Tᶜ, ‖f (insert p T) - f (insert q T)‖ ^ 2 = 0 := by
        refine (sum_eq_zero_iff_of_nonneg ?_).1 (h1 T (mem_univ T))
        intro p _
        positivity
      have h3 : ∀ q ∈ Tᶜ, ‖f (insert p T) - f (insert q T)‖ ^ 2 = 0 := by
        refine (sum_eq_zero_iff_of_nonneg ?_).1 (h2 p (mem_compl.2 hp))
        intro q _
        positivity
      have h4 := h3 q (mem_compl.2 hq)
      exact sub_eq_zero.1 (norm_eq_zero.1 ((pow_eq_zero_iff two_ne_zero).1 h4))
    by_cases hS : ∃ S₀ : Finset ι, S₀.card = N
    · obtain ⟨S₀, h₀⟩ := hS
      exact ⟨f S₀, fun S h => eq_of_single_moves hmove _ S S₀ (h.trans h₀.symm) rfl⟩
    · exact ⟨0, fun S h => absurd ⟨S, h⟩ hS⟩
  · rintro ⟨c, hc⟩
    have h0 : ∑ T : Finset ι, ∑ p ∈ Tᶜ, ∑ q ∈ Tᶜ,
        ‖f (insert p T) - f (insert q T)‖ ^ 2 = 0 := by
      refine sum_eq_zero fun T _ => sum_eq_zero fun p hp => sum_eq_zero fun q hq => ?_
      have hpc := card_insert_of_notMem (mem_compl.1 hp)
      have hqc := card_insert_of_notMem (mem_compl.1 hq)
      by_cases hN : T.card + 1 = N
      · rw [hc _ (hpc.trans hN), hc _ (hqc.trans hN)]
        simp
      · rw [hf _ (by omega), hf _ (by omega)]
        simp
    rw [h0] at hd
    linarith
```

For the equal-amplitude state, \(\|f\|^2\) is the number of \(N\)-subsets, \(\binom{M}{N}\), and the equality criterion with \(c=1\) supplies the rest. Dividing by this squared norm when \(N\le M\) gives \(\langle P^\dagger P\rangle=N(M-N+1)\).

```lean
/-- For the uniform state of `N` pairs in `M` levels, `‖P f‖²` equals `N (M - N + 1)` times the
number of ways to choose `N` levels out of `M`. -/
theorem uniformState_attains (N : ℕ) :
    normSq (pairLower (uniformState N : Finset ι → ℂ)) =
      (N : ℝ) * ((Fintype.card ι : ℝ) - N + 1) * ((Fintype.card ι).choose N : ℝ) := by
  have hf : HasPairs N (uniformState N : Finset ι → ℂ) := fun S h => if_neg h
  have hn : normSq (uniformState N : Finset ι → ℂ) = ((Fintype.card ι).choose N : ℝ) := by
    have h : ∀ S : Finset ι, ‖uniformState N S‖ ^ 2 =
        if S ∈ powersetCard N (univ : Finset ι) then (1 : ℝ) else 0 := by
      intro S
      by_cases h : S.card = N <;> simp [uniformState, mem_powersetCard, h]
    simp only [normSq, h]
    rw [sum_ite_mem, univ_inter, sum_const, card_powersetCard, card_univ]
    simp
  rw [(yang_bound_eq_iff hf).2 ⟨1, fun S h => if_pos h⟩, hn]
```

**Q:** What if I don't want to specify the filling?

**A:** Use

\[
\frac{(M+1)^2}{4}-N(M-N+1)=\frac{(M+1-2N)^2}{4}\ge0 .
\]

That square is the hint passed to `nlinarith`. The Lean theorem still assumes a definite \(N\), but the constant no longer depends on it. The same bound holds for superpositions of different \(N\), because \(P\) sends parts with different pair numbers to orthogonal states, so their squared norms add; that extension is not proved in the file. The two constants coincide only if \(2N=M+1\), which needs odd \(M\).

```lean
/-- Whatever the number of pairs `N` in the state, `‖P f‖²` is at most `(M + 1)² / 4` times
`‖f‖²`, where `M` is the number of levels. -/
theorem bound_any_filling {N : ℕ} {f : Finset ι → ℂ} (hf : HasPairs N f) :
    normSq (pairLower f) ≤ ((Fintype.card ι : ℝ) + 1) ^ 2 / 4 * normSq f := by
  have h0 : 0 ≤ normSq f := sum_nonneg fun S _ => sq_nonneg ‖f S‖
  have h1 : (N : ℝ) * ((Fintype.card ι : ℝ) - N + 1) ≤ ((Fintype.card ι : ℝ) + 1) ^ 2 / 4 := by
    nlinarith [sq_nonneg ((Fintype.card ι : ℝ) + 1 - 2 * N)]
  exact (yang_bound hf).trans (mul_le_mul_of_nonneg_right h1 h0)

end

end YangPairBound
```

```lean
#print axioms YangPairBound.uniformState_attains
#print axioms YangPairBound.bound_any_filling
```

```
'YangPairBound.uniformState_attains' depends on axioms: [propext, Classical.choice, Quot.sound]
'YangPairBound.bound_any_filling' depends on axioms: [propext, Classical.choice, Quot.sound]
```

**Q:** Where would I meet this in an actual calculation?

**A:** In configuration interaction restricted to doubly occupied levels, with the pairing interaction \(-gP^\dagger P\), \(g>0\). The coefficient vector is \(f\). For each configuration \(T\) of \(N-1\) pairs you add the coefficients of the \(M-N+1\) configurations that contain it, square the modulus, and sum over \(T\). The result is \(\langle P^\dagger P\rangle\) for a normalised vector. Within this finite model without broken pairs, the interaction energy therefore cannot fall below \(-gN(M-N+1)\).

Take \(M=4\), \(N=2\). The equal-amplitude state has six coefficients \(1/\sqrt6\). Each of the four one-pair configurations collects three of them, so \(\langle P^\dagger P\rangle=4\cdot 9/6=6\), and the interaction energy is \(-6g\).

**Q:** And a single determinant with levels 1 and 2 filled?

**A:** Only \(T=\{1\}\) and \(T=\{2\}\) receive an amplitude, each equal to 1, so \(\langle P^\dagger P\rangle=2\) and the interaction energy is \(-2g\). The missing 4 is the remainder: for each of these two \(T\), the three amplitudes are 1, 0 and 0, and half the sum of their squared differences is 2.
